# One-dimensional projective representations of a cyclic symmetry group of order n: the generator's allowed values are the n-th roots of the accumulated factor product

The theorem `projChar_iff_root` concerns a symmetry group `G` in which every element is a natural-number power of one element `a`, so `G` is finite cyclic of order `n = orderOf a`. Its operations compose only up to a factor system `w`, a 2-cocycle with values in the nonzero complex numbers, assumed neither of unit modulus nor normalised (`w 1 1` need not be 1). The statement is that a one-dimensional projective representation `b`, meaning `b g * b h = w g h * b (g * h)`, with `b a = z` exists exactly when `z ^ n` equals the product of `w (a ^ j) a` over `j < n`. The forward direction is an induction on powers of `a`. For the converse, the attempt defines candidate values `f m` for the powers `a ^ m`, proves the twisted multiplication law `hmul`, and shows in `hper` that `f` has period `n`, so that it descends to `G`.

In Lean, a first try:

```lean
import Mathlib

open Finset

namespace CyclicLittleCogroup

noncomputable section

variable {G : Type*} [Group G] {V : Type*} [AddCommGroup V] [Module ℂ V]

/-- A factor system: the 2-cocycle condition with values in nonzero complex numbers. -/
def IsCocycle (w : G → G → ℂˣ) : Prop :=
  ∀ g h k, w g h * w (g * h) k = w h k * w g (h * k)

/-- A one-dimensional projective representation with factor system `w`. -/
def IsProjChar (w : G → G → ℂˣ) (b : G → ℂˣ) : Prop :=
  ∀ g h, b g * b h = w g h * b (g * h)

/-- The product of the factors `w (a^j) a` over `j < m`. -/
def phase (w : G → G → ℂˣ) (a : G) (m : ℕ) : ℂˣ := ∏ j ∈ range m, w (a ^ j) a

/-- A cocycle takes the value `w 1 1` whenever one argument is the identity. -/
theorem cocycle_one {w : G → G → ℂˣ} (hw : IsCocycle w) (g : G) :
    w g 1 = w 1 1 ∧ w 1 g = w 1 1 := by
  have h1 := hw g 1 1
  have h2 := hw 1 1 g
  simp only [mul_one, one_mul] at h1 h2
  exact ⟨mul_right_cancel h1, (mul_right_cancel h2).symm⟩

/-- Composition law of the accumulated phase: `m + l` steps against `m` steps and `l` steps. -/
theorem phase_add {w : G → G → ℂˣ} (hw : IsCocycle w) (a : G) (m l : ℕ) :
    phase w a (m + l) * w 1 1 = phase w a m * phase w a l * w (a ^ m) (a ^ l) := by
  have hs : ∀ m, phase w a (m + 1) = phase w a m * w (a ^ m) a :=
    fun m => Finset.prod_range_succ _ _
  induction l with
  | zero => simp [phase, (cocycle_one hw (a ^ m)).1]
  | succ l ih =>
    have h := hw (a ^ m) (a ^ l) a
    rw [← pow_add, ← pow_succ] at h
    rw [← add_assoc, hs, hs, mul_right_comm, ih, mul_assoc, h]
    simp only [mul_assoc]

/-- For a generator `a` of order `n`, a one-dimensional projective representation with value
`z` on `a` exists exactly when `z ^ n` is the phase accumulated over `n` steps. -/
theorem projChar_iff_root {w : G → G → ℂˣ} (hw : IsCocycle w) (a : G)
    (hgen : ∀ g, g ∈ Submonoid.powers a) (z : ℂˣ) :
    (∃ b, IsProjChar w b ∧ b a = z) ↔ z ^ orderOf a = phase w a (orderOf a) := by
  constructor
  · rintro ⟨b, hb, rfl⟩
    have h1 : b 1 = w 1 1 := by
      have h := hb 1 1
      rw [mul_one] at h
      exact mul_right_cancel h
    have hp : ∀ m, b a ^ m * w 1 1 = phase w a m * b (a ^ m) := by
      intro m
      induction m with
      | zero => simp [phase, h1]
      | succ m ih =>
        have hs : phase w a (m + 1) = phase w a m * w (a ^ m) a := Finset.prod_range_succ _ _
        rw [pow_succ (b a), mul_right_comm, ih, mul_assoc, hb, hs, pow_succ a, mul_assoc]
    have h := hp (orderOf a)
    rw [pow_orderOf_eq_one, h1] at h
    exact mul_right_cancel h
  · intro hz
    -- candidate values on the powers of `a`
    obtain ⟨f, hf⟩ : ∃ f : ℕ → ℂˣ, ∀ m, f m * phase w a m = z ^ m * w 1 1 :=
      ⟨fun m => z ^ m * w 1 1 / phase w a m, fun m => div_mul_cancel _ _⟩
    have hmul : ∀ m l, f m * f l = w (a ^ m) (a ^ l) * f (m + l) := by
      intro m l
      apply mul_right_cancel (b := phase w a m * phase w a l)
      calc f m * f l * (phase w a m * phase w a l)
          = (f m * phase w a m) * (f l * phase w a l) := by ac_rfl
        _ = z ^ (m + l) * w 1 1 * w 1 1 := by rw [hf, hf, pow_add]; ac_rfl
        _ = f (m + l) * (phase w a (m + l) * w 1 1) := by rw [← hf, mul_assoc]
        _ = _ := by rw [phase_add hw]; ac_rfl
    -- the root condition makes `f` periodic with the order of `a`
    have hn : f (orderOf a) = w 1 1 := by
      have h := hf (orderOf a)
      rw [hz, mul_comm] at h
      exact mul_left_cancel h
    have hper : Function.Periodic f (orderOf a) := by
      intro m
      have h := hmul m (orderOf a)
      rw [hn, pow_orderOf_eq_one, (cocycle_one hw _).1, mul_comm] at h
      exact (mul_left_cancel h).symm
    have hwell : ∀ m l, a ^ m = a ^ l → f m = f l := by
      intro m l h
      have h' : m % orderOf a = l % orderOf a := pow_eq_pow_iff_modEq.1 h
      exact (hper.map_mod_nat m).symm.trans (by rw [h']; exact hper.map_mod_nat l)
    have hex : ∀ g, ∃ m : ℕ, a ^ m = g := hgen
    choose lg hlg using hex
    refine ⟨fun g => f (lg g), fun g h => ?_, ?_⟩
    · have h1 := hmul (lg g) (lg h)
      rw [hlg, hlg, hwell (lg g + lg h) (lg (g * h)) (by rw [pow_add, hlg, hlg, hlg])] at h1
      exact h1
    · have h1 := hf 1
      have h2 : phase w a 1 = w 1 1 := by simp [phase, (cocycle_one hw a).2]
      rw [h2, pow_one] at h1
      exact (hwell (lg a) 1 (by rw [hlg, pow_one])).trans (mul_right_cancel h1)

end

end CyclicLittleCogroup
```

Messages:

```
Main.lean:85:29: error: Application type mismatch: The argument
  h
has type
  w 1 1 * f m = w (a ^ m) 1 * f (m + orderOf a)
but is expected to have type
  ?m.513 * f m = ?m.513 * f (m + orderOf a)
in the application
  mul_left_cancel h
```

Diagnosis. The failure is in `hper`. After `hn` and `pow_orderOf_eq_one`, the hypothesis reads `f m * w 1 1 = w (a ^ m) 1 * f (m + orderOf a)`. With the argument left as `_`, `(cocycle_one hw _).1` has the pattern `w ?g 1`, which fits both `w 1 1` and `w (a ^ m) 1`. The rewrite took `w 1 1`, fixing `?g := 1`, and replaced that term by itself, so `w (a ^ m) 1` survived. Then `mul_comm` turned the left side into `w 1 1 * f m`, giving the type shown in the message.

`mul_left_cancel` needs the same left factor on both sides. The metavariable `?m.513` would have to be both `w 1 1` and `w (a ^ m) 1`, which are equal only through the cocycle lemma and do not unify.

Supplying `a ^ m` makes the pattern `w (a ^ m) 1`, so the right-hand factor becomes `w 1 1` and the cancellation applies. Writing `mul_comm (f m)` is tidying: it names the product to swap, and the message shows the bare `mul_comm` had already swapped that one.

This version goes through:

```diff
@@ -82,5 +82,5 @@
       intro m
       have h := hmul m (orderOf a)
-      rw [hn, pow_orderOf_eq_one, (cocycle_one hw _).1, mul_comm] at h
+      rw [hn, pow_orderOf_eq_one, (cocycle_one hw (a ^ m)).1, mul_comm (f m)] at h
       exact (mul_left_cancel h).symm
     have hwell : ∀ m l, a ^ m = a ^ l → f m = f l := by
```
